# Repeating the CNOT parity ladder $2^k$ times restores every basis state of $n$ qubits exactly when $n\le 2^k$

A register of $n$ qubits holds the occupations of $n$ fermionic modes, one bit per mode. I apply the CNOTs $0\to1$, $1\to2$, and so on up to the last qubit, and each qubit then holds the parity of all occupations up to its own mode. If I run the same circuit again on its own output, and keep going, the original bits eventually come back. For three qubits, the input $100$ goes through $111$, $101$ and $110$ before it returns to $100$.

It looks as if $2^k$ repetitions restore every computational basis state precisely when $n\le 2^k$. How is this proved rigorously, and can the proof be checked by machine, from the gates themselves and not only from a matrix that is supposed to describe them?

## Prefix parities and a nilpotent matrix

Yes, and the argument also gives every repetition number that restores all basis states.

Write a basis state as a bit vector $f=(f_0,\dots,f_{n-1})$ over $\mathbb Z/2$. Suppose that the gates up to target $m$ have been applied and that qubit $m$ holds $f_0+\dots+f_m$. The next CNOT adds this bit to qubit $m+1$, which still holds $f_{m+1}$, so the result is $f_0+\dots+f_{m+1}$. By induction the full ladder sends $f$ to $Lf$, where $L_{ij}=1$ for $j\le i$ and $0$ otherwise. Hence $m$ ladders act as $L^m$.

Now split $L=1+N$, where $N_{ij}=1$ for $j<i$ and $0$ otherwise. The powers of $N$ satisfy

$$
(N^m)_{ij}=\begin{cases}0,& i<j+m,\\ 1,& i=j+m.\end{cases}
$$

For $m=0$ this describes the identity matrix. For the step, expand

$$
(N^{m+1})_{ij}=\sum_l (N^m)_{il}N_{lj}.
$$

A nonzero term needs $l\ge j+1$ and $i\ge l+m$, hence $i\ge j+m+1$. If $i=j+m+1$, only $l=j+1$ contributes, and it contributes $1$.

Modulo two, cross terms cancel on squaring: $(1+M)^2=1+2M+M^2=1+M^2$. Starting from $L=1+N$ and squaring $k$ times gives

$$
L^{2^k}=1+N^{2^k}.
$$

If $n\le 2^k$, every pair of indices has $i-j\le n-1<2^k$, so $N^{2^k}=0$ and $L^{2^k}=1$. If $2^k<n$, the entry of $N^{2^k}$ in row $2^k$ and column $0$ is $1$. A single particle in mode $0$ therefore makes qubit $2^k$ read one after $2^k$ ladders, although it started at zero.

The exact period follows. Let $2^k<n\le 2^{k+1}$. Then $L^{2^{k+1}}=1$, so the order of $L$ divides $2^{k+1}$. If it were smaller, it would divide $2^k$, but $L^{2^k}\ne1$. The order is thus $2^{k+1}$, and $L^m=1$ exactly when $2^{k+1}$ divides $m$.

## Basis states as bit strings in Lean

A basis state is a function `f : Fin n → ZMod 2`, with qubits numbered from zero. The gate `cnot c t f` replaces the target bit by `f t + f c`. This is a CNOT only when `c` and `t` are different qubits, as they are in every gate of the ladder; for `c = t` the formula would erase the bit. The function `ladderUpTo f m` applies the neighbouring gates in order up to target `m`, stopping at the last qubit, and `ladder` is the complete run. The notation `ladder^[m]` means that the map is iterated `m` times. The matrices $L$ and $N$ are `parityMatrix n` and `strictPart n`, and `*ᵥ` is matrix times column vector.

There are three main statements:

- `ladder_restores_iff`: all bit strings `f` satisfy `ladder^[2 ^ k] f = f` if and only if `n ≤ 2 ^ k`.
- `parityMatrix_pow_eq_one_iff`: the same criterion for the matrix equation $L^{2^k}=1$.
- `ladder_exact_period`: if $2^k<n\le 2^{k+1}$, then `m` ladders restore every basis state if and only if $2^{k+1}$ divides `m`.

The period concerns all basis states together; a particular one may return sooner, as the all-zero string does after one ladder. The last theorem applies from $n=2$ on. For one qubit the ladder contains no gates and is already the identity.

The model consists of ideal gates acting on basis labels. Amplitudes and noise are absent from the Lean file, though CNOTs introduce no phases, so linearity carries the restoration over to superpositions. For the parity encoding of fermions, the result says how often this noiseless ladder can be repeated before it amounts to no operation on the basis states.

```lean
import Mathlib

open Matrix

namespace IteratedParityTransform

/-- A CNOT gate on a computational basis state: the control bit `c` is added to the target bit `t`. -/
def cnot {n : ℕ} (c t : Fin n) (f : Fin n → ZMod 2) : Fin n → ZMod 2 :=
  Function.update f t (f t + f c)

/-- The register after the CNOT gates 0 → 1, 1 → 2, ..., up to target qubit `m`
(or up to the last qubit, if that comes first). -/
def ladderUpTo {n : ℕ} (f : Fin n → ZMod 2) : ℕ → Fin n → ZMod 2
  | 0 => f
  | m + 1 =>
    if h : m + 1 < n then cnot ⟨m, by omega⟩ ⟨m + 1, h⟩ (ladderUpTo f m)
    else ladderUpTo f m

/-- The full CNOT ladder, running through all neighbouring pairs of the `n` qubits. -/
def ladder {n : ℕ} (f : Fin n → ZMod 2) : Fin n → ZMod 2 := ladderUpTo f n

/-- The lower-triangular all-ones matrix over Z/2. -/
def parityMatrix (n : ℕ) : Matrix (Fin n) (Fin n) (ZMod 2) :=
  Matrix.of fun i j => if j ≤ i then 1 else 0

/-- The part of the parity matrix strictly below the diagonal. -/
def strictPart (n : ℕ) : Matrix (Fin n) (Fin n) (ZMod 2) :=
  Matrix.of fun i j => if j < i then 1 else 0

/-- After the gates up to target `m`, the qubits up to `m` hold prefix parities and
the others still hold their occupations. -/
theorem ladderUpTo_apply {n : ℕ} (f : Fin n → ZMod 2) (m : ℕ) (i : Fin n) :
    ladderUpTo f m i = if i.val ≤ m then (parityMatrix n *ᵥ f) i else f i := by
  induction m generalizing i with
  | zero =>
    change f i = _
    split_ifs with h
    · change f i = ∑ j, parityMatrix n i j * f j
      rw [Finset.sum_eq_single i]
      · simp [parityMatrix]
      · intro j _ hj
        have hv : j.val ≠ i.val := fun e => hj (Fin.ext e)
        have hn : ¬ j ≤ i := by
          rw [Fin.le_def]
          omega
        simp [parityMatrix, hn]
      · intro hi
        exact absurd (Finset.mem_univ i) hi
    · rfl
  | succ m ih =>
    by_cases h : m + 1 < n
    · simp only [ladderUpTo, dif_pos h, cnot]
      by_cases hi : i = ⟨m + 1, h⟩
      · subst hi
        -- row `m + 1` of the parity matrix is row `m` plus a unit row
        have row : ∀ j, parityMatrix n ⟨m + 1, h⟩ j =
            (1 : Matrix (Fin n) (Fin n) (ZMod 2)) ⟨m + 1, h⟩ j
              + parityMatrix n ⟨m, by omega⟩ j := by
          intro j
          simp only [parityMatrix, Matrix.of_apply, Matrix.one_apply, Fin.ext_iff, Fin.le_def]
          split_ifs <;> first | omega | simp
        have e : (parityMatrix n *ᵥ f) ⟨m + 1, h⟩ =
            ((1 : Matrix (Fin n) (Fin n) (ZMod 2)) *ᵥ f) ⟨m + 1, h⟩
              + (parityMatrix n *ᵥ f) ⟨m, by omega⟩ := by
          change ∑ j, parityMatrix n ⟨m + 1, h⟩ j * f j =
            ∑ j, (1 : Matrix (Fin n) (Fin n) (ZMod 2)) ⟨m + 1, h⟩ j * f j
              + ∑ j, parityMatrix n ⟨m, by omega⟩ j * f j
          rw [← Finset.sum_add_distrib]
          exact Finset.sum_congr rfl fun j _ => by rw [row, add_mul]
        rw [Matrix.one_mulVec] at e
        rw [Function.update_self, ih, ih, if_neg (by simp), if_pos (le_refl m),
          if_pos (le_refl (m + 1)), e]
      · have hv : i.val ≠ m + 1 := fun e => hi (Fin.ext e)
        have hiff : i.val ≤ m + 1 ↔ i.val ≤ m := by omega
        rw [Function.update_of_ne hi, ih]
        simp only [hiff]
    · have hlt := i.isLt
      simp only [ladderUpTo, dif_neg h]
      rw [ih, if_pos (by omega), if_pos (by omega)]

/-- Repeating the CNOT ladder `m` times acts on basis states as the `m`-th power of the
parity matrix. -/
theorem ladder_iterate {n : ℕ} (m : ℕ) (f : Fin n → ZMod 2) :
    ladder^[m] f = (parityMatrix n ^ m) *ᵥ f := by
  have h1 : ∀ g : Fin n → ZMod 2, ladder g = parityMatrix n *ᵥ g := by
    intro g
    funext i
    rw [ladder, ladderUpTo_apply, if_pos i.isLt.le]
  induction m with
  | zero => simp
  | succ m ih =>
    rw [Function.iterate_succ_apply', ih, h1, Matrix.mulVec_mulVec, ← pow_succ']

/-- The `m`-th power of the strict part vanishes above its `m`-th subdiagonal and
equals one on it. -/
theorem strictPart_pow {n : ℕ} (m : ℕ) (i j : Fin n) (h : i.val ≤ j.val + m) :
    (strictPart n ^ m) i j = if i.val = j.val + m then 1 else 0 := by
  induction m generalizing i j with
  | zero => simp [Matrix.one_apply, Fin.ext_iff]
  | succ m ih =>
    have hi := i.isLt
    -- a term vanishes if `l` is not greater than `j`, or if `i` is less than `l + m`
    have hz : ∀ l : Fin n, (l.val ≤ j.val ∨ i.val < l.val + m) →
        (strictPart n ^ m) i l * strictPart n l j = 0 := by
      intro l hl
      by_cases hlj : l.val ≤ j.val
      · have hn : ¬ j < l := by
          rw [Fin.lt_def]
          omega
        simp [strictPart, hn]
      · rw [ih i l (by omega), if_neg (by omega), zero_mul]
    rw [pow_succ, Matrix.mul_apply]
    by_cases he : i.val = j.val + (m + 1)
    · rw [if_pos he, Finset.sum_eq_single (⟨j.val + 1, by omega⟩ : Fin n)]
      · rw [ih _ _ (by simp only []; omega), if_pos (by simp only []; omega)]
        have hlt : j < (⟨j.val + 1, by omega⟩ : Fin n) := by
          rw [Fin.lt_def]
          exact Nat.lt_succ_self _
        rw [one_mul]
        change (if j < (⟨j.val + 1, by omega⟩ : Fin n) then (1 : ZMod 2) else 0) = 1
        exact if_pos hlt
      · intro l _ hl
        have hv : l.val ≠ j.val + 1 := fun e => hl (Fin.ext e)
        exact hz l (by omega)
      · intro hm
        exact absurd (Finset.mem_univ _) hm
    · rw [if_neg he]
      exact Finset.sum_eq_zero fun l _ => hz l (by omega)

/-- The power `2^k` of the parity matrix is the identity plus the same power of its strict part. -/
theorem parityMatrix_pow_two_pow (n k : ℕ) :
    parityMatrix n ^ (2 ^ k) = 1 + strictPart n ^ (2 ^ k) := by
  induction k with
  | zero =>
    rw [pow_zero, pow_one, pow_one]
    ext i j
    simp only [parityMatrix, strictPart, Matrix.add_apply, Matrix.of_apply, Matrix.one_apply,
      Fin.ext_iff, Fin.le_def, Fin.lt_def]
    split_ifs <;> first | omega | simp
  | succ k ih =>
    rw [pow_succ (2 : ℕ) k, pow_mul, ih, pow_mul]
    generalize strictPart n ^ (2 ^ k) = M
    -- the cross terms cancel modulo two
    have h : M + M = 0 := by
      ext i j
      exact CharTwo.add_self_eq_zero (M i j)
    calc (1 + M) ^ 2 = 1 + (M + M) + M ^ 2 := by noncomm_ring
      _ = 1 + M ^ 2 := by rw [h, add_zero]

/-- If `2^k < n`, then `2^k` ladders applied to a single particle in mode 0 leave
qubit `2^k` in the state one. -/
theorem single_particle_spreads {n k : ℕ} (h : 2 ^ k < n) :
    ladder^[2 ^ k] (Pi.single (⟨0, Nat.zero_lt_of_lt h⟩ : Fin n) (1 : ZMod 2))
      ⟨2 ^ k, h⟩ = 1 := by
  have hN := strictPart_pow (2 ^ k) (⟨2 ^ k, h⟩ : Fin n) ⟨0, Nat.zero_lt_of_lt h⟩ (by simp)
  have hne : (⟨2 ^ k, h⟩ : Fin n) ≠ ⟨0, Nat.zero_lt_of_lt h⟩ := by
    intro e
    have hp : 0 < 2 ^ k := by positivity
    have h0 : 2 ^ k = 0 := congrArg Fin.val e
    omega
  rw [ladder_iterate, Matrix.mulVec_single_one, parityMatrix_pow_two_pow]
  change (1 : Matrix (Fin n) (Fin n) (ZMod 2)) _ _ + (strictPart n ^ (2 ^ k)) _ _ = 1
  rw [hN, Matrix.one_apply_ne hne]
  simp

/-- Repeating the CNOT ladder `2^k` times restores every basis state of `n` qubits
if and only if `n ≤ 2^k`. -/
theorem ladder_restores_iff (n k : ℕ) :
    (∀ f : Fin n → ZMod 2, ladder^[2 ^ k] f = f) ↔ n ≤ 2 ^ k := by
  constructor
  · intro hf
    by_contra hn
    have h : 2 ^ k < n := by omega
    have h1 := single_particle_spreads h
    rw [hf, Pi.single_eq_of_ne] at h1
    · exact zero_ne_one h1
    · intro e
      have hp : 0 < 2 ^ k := by positivity
      have h0 := congrArg Fin.val e
      dsimp only at h0
      omega
  · intro hn f
    have hN : strictPart n ^ (2 ^ k) = 0 := by
      ext i j
      have hi := i.isLt
      rw [strictPart_pow _ i j (by omega), if_neg (by omega), Matrix.zero_apply]
    rw [ladder_iterate, parityMatrix_pow_two_pow, hN, add_zero, Matrix.one_mulVec]

/-- A number `m` of ladders restores every basis state if and only if the `m`-th power
of the parity matrix is the identity. -/
theorem restores_iff_pow_eq_one (n m : ℕ) :
    (∀ f : Fin n → ZMod 2, ladder^[m] f = f) ↔ parityMatrix n ^ m = 1 := by
  constructor
  · intro hf
    ext i j
    have h := congrFun (hf (Pi.single j 1)) i
    rw [ladder_iterate, Matrix.mulVec_single_one] at h
    change (parityMatrix n ^ m) i j = _ at h
    rw [h, Pi.single_apply, Matrix.one_apply]
  · intro h f
    rw [ladder_iterate, h, Matrix.one_mulVec]

/-- The matrix form: the power `2^k` of the `n` by `n` parity matrix is the identity
if and only if `n ≤ 2^k`. -/
theorem parityMatrix_pow_eq_one_iff (n k : ℕ) :
    parityMatrix n ^ (2 ^ k) = 1 ↔ n ≤ 2 ^ k := by
  rw [← restores_iff_pow_eq_one, ladder_restores_iff]

/-- For `2^k < n ≤ 2^(k+1)` qubits, `m` ladders restore every basis state if and only if
`m` is a multiple of `2^(k+1)`. -/
theorem ladder_exact_period {n k : ℕ} (hlow : 2 ^ k < n) (hhigh : n ≤ 2 ^ (k + 1)) (m : ℕ) :
    (∀ f : Fin n → ZMod 2, ladder^[m] f = f) ↔ 2 ^ (k + 1) ∣ m := by
  have hord : orderOf (parityMatrix n) = 2 ^ (k + 1) := by
    apply orderOf_eq_prime_pow
    · rw [parityMatrix_pow_eq_one_iff]
      omega
    · exact (parityMatrix_pow_eq_one_iff n (k + 1)).mpr hhigh
  rw [restores_iff_pow_eq_one, ← orderOf_dvd_iff_pow_eq_one, hord]

end IteratedParityTransform
```

```lean
#print axioms IteratedParityTransform.ladder_restores_iff
#print axioms IteratedParityTransform.ladder_exact_period
```

```
'IteratedParityTransform.ladder_restores_iff' depends on axioms: [propext, Classical.choice, Quot.sound]
'IteratedParityTransform.ladder_exact_period' depends on axioms: [propext, Classical.choice, Quot.sound]
```

## From the gates to the period

`ladderUpTo_apply` is the induction over gates. It states that after the gates up to target `m`, qubits up to `m` hold prefix parities and the rest hold their occupations. In the inductive step, `row` writes row $m+1$ of $L$ as row $m$ plus a unit row, which is the addition performed by the CNOT. `ladder_iterate` then turns repeated ladders into matrix powers.

`strictPart_pow` proves the formula for $N^m$ under the hypothesis $i\le j+m$, which covers the two cases above. Its auxiliary claim `hz` shows which terms of the matrix product vanish, and `Finset.sum_eq_single` keeps the one with $l=j+1$. `parityMatrix_pow_two_pow` carries out the repeated squaring, with `CharTwo.add_self_eq_zero` removing the cross terms.

`single_particle_spreads` evaluates one entry of $L^{2^k}$, the one in row $2^k$ of the column that belongs to mode $0$. This supplies the counterexample in `ladder_restores_iff`; the other direction shows that every entry of $N^{2^k}$ is zero.

`restores_iff_pow_eq_one` passes between states and matrices by testing single-particle inputs, which pick out the columns of $L^m$. Finally, `ladder_exact_period` feeds $L^{2^k}\ne1$ and $L^{2^{k+1}}=1$ to `orderOf_eq_prime_pow`, which yields the order, and `orderOf_dvd_iff_pow_eq_one` converts it into the divisibility condition.
